# The RPA integrand at the mean response minus its average is a mean log-det divergence

At one imaginary frequency, the integrand of the random-phase approximation (RPA) is taken as `ln det(1 + M) - Tr M`, with `M` a real, positive semidefinite response matrix of finite size. For finitely many such matrices, weighted by probabilities, the declaration `bias_eq_divergence` states that the integrand at the mean response, minus the mean of the integrands, equals the averaged log-det divergence of `1 + M s` from `1 + meanResponse p M`. The proof first shows that the trace term in the divergence averages to the matrix dimension (`hT`), and that the trace of the mean response is the mean of the traces (`htr`). It then expands both sides with `simp only` and leaves the remaining real algebra to `ring`.

In Lean, a first try:

```lean
import Mathlib

open Matrix

namespace BiasEqDivergence

noncomputable section

variable {n ι κ : Type*} [Fintype n] [DecidableEq n] [Fintype ι] [Fintype κ]

/-- The RPA integrand `ln det(1 + M) - Tr M` at one imaginary frequency, for a positive
semidefinite response matrix `M`. -/
def rpaIntegrand (M : Matrix n n ℝ) : ℝ := Real.log (1 + M).det - M.trace

/-- The weighted sum `∑ p s M s` of the sampled response matrices, which is their mean when the
weights `p s` are probabilities. -/
def meanResponse (p : ι → ℝ) (M : ι → Matrix n n ℝ) : Matrix n n ℝ := ∑ s, p s • M s

/-- The log-det divergence `Tr(B⁻¹ A) - ln det A + ln det B - n` of two positive definite
`n` by `n` matrices. -/
def logDetDivergence (A B : Matrix n n ℝ) : ℝ :=
  (B⁻¹ * A).trace - Real.log A.det + Real.log B.det - Fintype.card n

omit [Fintype n] in
/-- The weighted sum of positive semidefinite responses with nonnegative weights, shifted by the
identity, is positive definite. -/
theorem one_add_mean_posDef {p : ι → ℝ} {M : ι → Matrix n n ℝ} (hp : ∀ s, 0 ≤ p s)
    (hM : ∀ s, (M s).PosSemidef) : (1 + meanResponse p M).PosDef :=
  PosDef.one.add_posSemidef (posSemidef_sum _ fun s _ => (hM s).smul (hp s))

/-- For positive semidefinite samples with probabilities `p s`, the RPA integrand of the mean
response exceeds the averaged integrand by exactly the averaged log-det divergence of
`1 + M s` from `1 + mean`. -/
theorem bias_eq_divergence {p : ι → ℝ} {M : ι → Matrix n n ℝ} (hp : ∀ s, 0 ≤ p s)
    (hp1 : ∑ s, p s = 1) (hM : ∀ s, (M s).PosSemidef) :
    rpaIntegrand (meanResponse p M) - ∑ s, p s * rpaIntegrand (M s) =
      ∑ s, p s * logDetDivergence (1 + M s) (1 + meanResponse p M) := by
  have hB := one_add_mean_posDef hp hM
  have hsum : ∑ s, p s • (1 + M s) = 1 + meanResponse p M := by
    simp only [smul_add, Finset.sum_add_distrib, ← Finset.sum_smul, hp1, one_smul, meanResponse]
  -- the first-order term averages to the dimension
  have hT : ∑ s, p s * ((1 + meanResponse p M)⁻¹ * (1 + M s)).trace = Fintype.card n := by
    calc _ = ((1 + meanResponse p M)⁻¹ * ∑ s, p s • (1 + M s)).trace := by
          simp only [Finset.mul_sum, Matrix.mul_smul, trace_sum, trace_smul, smul_eq_mul]
      _ = Fintype.card n := by
          rw [hsum, nonsing_inv_mul _ hB.det_pos.ne'.isUnit, trace_one]
  have htr : (meanResponse p M).trace = ∑ s, p s * (M s).trace := by
    simp only [meanResponse, trace_sum, trace_smul, smul_eq_mul]
  simp only [rpaIntegrand, logDetDivergence, mul_sub, mul_add, Finset.sum_sub_distrib,
    Finset.sum_add_distrib, ← Finset.sum_mul, hp1, hT, htr]
  ring

end

end BiasEqDivergence
```

Messages:

```
Try this:
  [apply] ring_nf
  
  The `ring` tactic failed to close the goal. Use `ring_nf` to obtain a normal form.
    
  Note that `ring` works primarily in *commutative* rings. If you have a noncommutative ring, abelian group or module, consider using `noncomm_ring`, `abel` or `module` instead.
Main.lean:37:70: error: unsolved goals
n : Type u_1
ι : Type u_2
inst✝² : Fintype n
inst✝¹ : DecidableEq n
inst✝ : Fintype ι
p : ι → ℝ
M : ι → Matrix n n ℝ
hp : ∀ (s : ι), 0 ≤ p s
hp1 : ∑ s, p s = 1
hM : ∀ (s : ι), (M s).PosSemidef
hB : (1 + meanResponse p M).PosDef
hsum : ∑ s, p s • (1 + M s) = 1 + meanResponse p M
hT : ∑ s, p s * ((1 + meanResponse p M)⁻¹ * (1 + M s)).trace = ↑(Fintype.card n)
htr : (meanResponse p M).trace = ∑ s, p s * (M s).trace
⊢ Real.log (1 + meanResponse p M).det - ∑ x, p x * Real.log (1 + M x).det =
    Real.log (1 + meanResponse p M).det - ∑ x, p x * Real.log (1 + M x).det +
        ∑ x, p x * ((1 + meanResponse p M)⁻¹ + (1 + meanResponse p M)⁻¹ * M x).trace -
      ↑(Fintype.card n)
Main.lean:50:51: warning: This simp argument is unused:
  hT

Hint: Omit it from the simp argument list.
  [apply] simp only [rpaIntegrand, logDetDivergence, mul_sub, mul_add, Finset.sum_sub_distrib, Finset.sum_add_distrib,
    ← Finset.sum_mul, hp1, htr]

Note: This linter can be disabled with `set_option linter.unusedSimpArgs false`
```

What went wrong. The error says that `ring` left the goal unproved, and the warning that `simp only` never used `hT`. Both come from `mul_add`, which holds for matrices as well as for real numbers. Besides distributing the weights `p s` over real sums, it expanded the matrix product `(1 + meanResponse p M)⁻¹ * (1 + M s)` inside the trace. The left side of `hT` contains that product unexpanded, so it no longer matched. The goal therefore kept a weighted sum of traces and a separate `Fintype.card n`, which cancel only by `hT`. `ring` does not use that hypothesis, so it could not finish.

The repair states distributivity for real numbers only, as `hadd`, and gives `simp only` this in place of `mul_add`. The weights are still distributed, but the matrix product stays whole, so `hT` can replace the weighted trace sum by the dimension. `ring` then closes the goal. The added comment only records this purpose.

This version goes through:

```diff
@@ -47,5 +47,7 @@
   have htr : (meanResponse p M).trace = ∑ s, p s * (M s).trace := by
     simp only [meanResponse, trace_sum, trace_smul, smul_eq_mul]
-  simp only [rpaIntegrand, logDetDivergence, mul_sub, mul_add, Finset.sum_sub_distrib,
+  -- distribute over real sums only, leaving the matrix products intact
+  have hadd : ∀ a b c : ℝ, a * (b + c) = a * b + a * c := mul_add
+  simp only [rpaIntegrand, logDetDivergence, mul_sub, hadd, Finset.sum_sub_distrib,
     Finset.sum_add_distrib, ← Finset.sum_mul, hp1, hT, htr]
   ring
```
